# A small second-neighbour hopping $s$ adds a mode with $z\approx -s/t$ to a chain with first-neighbour hopping $t\neq 0$

Fix a real energy $E$, measured from the on-site energy, and a real first-neighbour hopping $t\neq 0$. For each real second-neighbour hopping $s\neq 0$, let $z(s)$ be a root of smallest modulus of

$$P_s(z)=s(z^4+1)+t(z^3+z)-Ez^2 .$$

Then

$$\frac{z(s)}{s}\longrightarrow-\frac1t\qquad\text{as } s\to0,\ s\neq0 .$$

For small $s$ the corresponding wave changes by the factor $z(s)\approx -s/t$ from one site to the next, so it dies out within very few sites. Together with its mirror image, which has the factor $1/z(s)$, it makes the site-by-site transfer step ill-conditioned: the condition number of this step in the maximum norm is at least $(|t|-2|s|)^2/(4s^2)$.

This bears on mode matching in quantum transport, where the modes of a lead are computed from its hoppings; the model here is a non-interacting chain with one orbital per site, no overlap between orbitals and real hoppings. In such a lead, a tiny second-neighbour hopping has little influence on the energy of a propagating wave of given wavelength but a large one on the numerical behaviour of the transfer step.

## From the chain equation to the limit

Let $\psi_n$ be the amplitude on site $n$. The chain equation is

$$s(\psi_{n+2}+\psi_{n-2})+t(\psi_{n+1}+\psi_{n-1})=E\psi_n .$$

Insert $\psi_n=z^n$ with $z\neq0$. The difference of the two sides is $z^{n-2}P_s(z)$, so the equation holds on every site exactly when $P_s(z)=0$.

The polynomial is palindromic: its roots come in pairs $z,1/z$. Divide by $z^2$ and put $w=z+1/z$, so that $z^2+1/z^2=w^2-2$. This gives

$$sw^2+tw-(E+2s)=0 .$$

The two roots $w,w'$ have sum $-t/s$. If $w$ is the larger in modulus, then $|t|\le|s|(|w|+|w'|)\le2|s||w|$. Let $a$ be the smaller in modulus of the two solutions of $z+1/z=w$. The other is $1/a$, hence $|a|\le1$ and $|w|\le|a|+1/|a|$. Multiplying $|t|\le2|s|(|a|+1/|a|)$ by $|a|$ yields

$$|a||t|\le2|s|(|a|^2+1)\le2|s|(|a|+1),$$

which rearranges to

$$|a|\,(|t|-2|s|)\le2|s| .$$

A root of smallest modulus satisfies $|z(s)|\le|a|$. For $|s|<|t|/4$ the bracket exceeds $|t|/2$, so $|z(s)|\le4|s|/|t|$, and $z(s)\to0$.

Finally, write $P_s(z)=0$ as $s(z^4+1)=-z\,[t(z^2+1)-Ez]$. Near $z=0$ the square bracket is close to $t\neq0$, and we may divide:

$$\frac zs=-\frac{z^4+1}{t(z^2+1)-Ez}\longrightarrow-\frac1t .$$

At $s=0$ itself the polynomial becomes $z(tz^2-Ez+t)$. The roots of the quadratic factor are the mode factors of the first-neighbour chain; they coincide at the band edges $E=\pm2t$. The remaining root $z=0$ is the limit of $z(s)$, and it no longer describes a wave on the chain. The partner $1/z(s)$ goes to infinity as the leading coefficient $s$ vanishes and the degree drops from four to three.

## The condition number of the transfer step

For $s\neq0$ the chain equation can be solved for the rightmost amplitude. The resulting linear step $T$ takes the amplitudes on four neighbouring sites to those on the four sites shifted by one. If $z$ is a root of $P_s$, then $(1,z,z^2,z^3)$ is an eigenvector of $T$ with eigenvalue $z$.

Let $\|Tv\|\le C\|v\|$ and $\|v\|\le c\|Tv\|$ for all $v$. Apply the first bound to the mode $1/a$ and the second to the mode $a$: both $C$ and $c$ are at least $1/|a|$. When $|t|\ge2|s|$, the bound on $|a|$ gives

$$(|t|-2|s|)^2\le4s^2\,Cc .$$

When $|t|<2|s|$, the left side is at most $4s^2$, and $Cc\ge1$ suffices. With the smallest possible $C$ and $c$, the product $Cc$ is the condition number of $T$. For $t\ne0$ it therefore grows at least like $t^2/(4s^2)$ as $s\to0$.

## The chain and its modes in Lean

```lean
import Mathlib

open Filter Topology

namespace SecondNeighbourFastMode

noncomputable section
```

The parameters are real numbers and the mode factor $z$ is complex. `modePoly s t E z` is $P_s(z)$, with the on-site energy taken as the zero of energy.

```lean
/-- The mode polynomial of a chain with first-neighbour hopping `t`, second-neighbour
hopping `s` and energy `E`. -/
def modePoly (s t E : ℝ) (z : ℂ) : ℂ :=
  s * (z ^ 4 + 1) + t * (z ^ 3 + z) - E * z ^ 2
```

"Smallest modulus" is expressed by comparison with every other root. Ties are allowed, so the root need not be unique. The name `IsFastest` refers to decay from site to site, not to the velocity of a wave.

```lean
/-- `z` is a root of the mode polynomial of smallest modulus. -/
def IsFastest (s t E : ℝ) (z : ℂ) : Prop :=
  modePoly s t E z = 0 ∧ ∀ w, modePoly s t E w = 0 → ‖z‖ ≤ ‖w‖
```

The transfer step is a function on vectors with four complex entries, numbered from 0 to 3. The first three entries of the result are shifted amplitudes; the last is the chain equation solved for the new site.

```lean
/-- The transfer step, for `s ≠ 0`: from the amplitudes on four neighbouring sites, the chain
equation gives the amplitudes on the four sites shifted by one. -/
def transferStep (s t E : ℝ) (v : Fin 4 → ℂ) : Fin 4 → ℂ :=
  ![v 1, v 2, v 3, (E * v 2 - t * (v 3 + v 1)) / s - v 0]
```

The Bloch vector is not normalised. Its first entry is 1, so it is never zero, and its length cancels from the estimates below.

```lean
/-- The amplitudes `1, z, z², z³` of a Bloch mode on four neighbouring sites. -/
def blochVec (z : ℂ) : Fin 4 → ℂ := ![1, z, z ^ 2, z ^ 3]
```

The next theorem links the polynomial to the infinite chain, with `n` running over all integers. The identity `key` factors out $z^{n-2}$. In one direction the equation at the single site $n=0$ is enough; in the other, a vanishing polynomial makes the equation hold at every site.

```lean
/-- For `z ≠ 0`, the amplitudes `zⁿ` solve the chain equation on every site exactly when `z` is
a root of the mode polynomial. -/
theorem bloch_iff (s t E : ℝ) {z : ℂ} (hz : z ≠ 0) :
    (∀ n : ℤ, (s : ℂ) * (z ^ (n + 2) + z ^ (n - 2)) + (t : ℂ) * (z ^ (n + 1) + z ^ (n - 1))
      = (E : ℂ) * z ^ n) ↔ modePoly s t E z = 0 := by
  have h : ∀ (m : ℤ) (k : ℕ), z ^ (m + (k : ℤ)) = z ^ m * z ^ k := fun m k => by
    rw [zpow_add₀ hz, zpow_natCast]
  -- factor out the amplitude on the leftmost site
  have key : ∀ n : ℤ, (s : ℂ) * (z ^ (n + 2) + z ^ (n - 2))
      + (t : ℂ) * (z ^ (n + 1) + z ^ (n - 1)) - (E : ℂ) * z ^ n
      = z ^ (n - 2) * modePoly s t E z := by
    intro n
    have e4 : z ^ (n + 2) = z ^ (n - 2) * z ^ 4 := by rw [← h]; congr 1; omega
    have e3 : z ^ (n + 1) = z ^ (n - 2) * z ^ 3 := by rw [← h]; congr 1; omega
    have e2 : z ^ n = z ^ (n - 2) * z ^ 2 := by rw [← h]; congr 1; omega
    have e1 : z ^ (n - 1) = z ^ (n - 2) * z := by
      rw [← zpow_add_one₀ hz]; congr 1; omega
    unfold modePoly
    linear_combination (s : ℂ) * e4 + (t : ℂ) * e3 + (t : ℂ) * e1 - (E : ℂ) * e2
  constructor
  · intro hn
    have k := key 0
    rw [hn 0, sub_self] at k
    exact (mul_eq_zero.mp k.symm).resolve_left (zpow_ne_zero _ hz)
  · intro hp n
    have k := key n
    rw [hp, mul_zero] at k
    exact sub_eq_zero.mp k
```

## A small root and a smallest root

Both quadratics of the derivation, the one for $w$ and the one for $z$, ask for two numbers with given sum and product. The following lemma supplies them from a complex square root of the discriminant and puts the larger one first.

```lean
/-- Two complex numbers with prescribed sum and product exist, and can be ordered by modulus. -/
theorem exists_sum_prod (p q : ℂ) : ∃ a b : ℂ, a + b = p ∧ a * b = q ∧ ‖b‖ ≤ ‖a‖ := by
  obtain ⟨d, hd⟩ := IsAlgClosed.exists_pow_nat_eq (p ^ 2 - 4 * q) (n := 2) two_pos
  have h2 : (p + d) / 2 * ((p - d) / 2) = q := by linear_combination (-1 / 4) * hd
  rcases le_total ‖(p - d) / 2‖ ‖(p + d) / 2‖ with h | h
  · exact ⟨(p + d) / 2, (p - d) / 2, by ring, h2, h⟩
  · exact ⟨(p - d) / 2, (p + d) / 2, by ring, (mul_comm _ _).trans h2, h⟩
```

It is used twice here: first for `w` and `w'`, then with sum `w` and product 1 for `b` and `a`, where `b` is $1/a$. The relation `ha` is $a^2+1=wa$, which together with `hquad` shows that `a` is a root of the mode polynomial. The inequalities `ht` and `h1` are the two estimates of $|t|$, and the last lines multiply by $|a|$ and use $|a|\le1$.

```lean
/-- For `s ≠ 0` the mode polynomial has a root `z` with `|z| (|t| - 2|s|) ≤ 2|s|`. -/
theorem exists_small_root {s : ℝ} (hs : s ≠ 0) (t E : ℝ) :
    ∃ z, modePoly s t E z = 0 ∧ ‖z‖ * (|t| - 2 * |s|) ≤ 2 * |s| := by
  have hsC : (s : ℂ) ≠ 0 := by exact_mod_cast hs
  -- `w = z + 1/z` obeys a quadratic equation; take its larger root
  obtain ⟨w, w', hsum, hprod, hw⟩ :=
    exists_sum_prod (-((t : ℂ) / s)) (-(((E : ℂ) + 2 * s) / s))
  obtain ⟨b, a, hab, hab1, hle⟩ := exists_sum_prod w 1
  have hsum' : (s : ℂ) * (w + w') = -t := by rw [hsum]; field_simp
  have hprod' : (s : ℂ) * (w * w') = -(E + 2 * s) := by rw [hprod]; field_simp
  have hquad : (s : ℂ) * w ^ 2 + t * w - (E + 2 * s) = 0 := by
    linear_combination w * hsum' - hprod'
  have ha : a ^ 2 + 1 = w * a := by linear_combination a * hab - hab1
  refine ⟨a, ?_, ?_⟩
  · unfold modePoly
    linear_combination ((s : ℂ) * (a ^ 2 + 1 + w * a) + t * a) * ha + a ^ 2 * hquad
  -- a large `w` forces a small `a`
  have hn : ‖b‖ * ‖a‖ = 1 := by rw [← norm_mul, hab1, norm_one]
  have ha1 : ‖a‖ ≤ 1 := by
    nlinarith [norm_nonneg a, mul_le_mul_of_nonneg_right hle (norm_nonneg a)]
  have hwn : ‖w‖ ≤ ‖b‖ + ‖a‖ := by rw [← hab]; exact norm_add_le _ _
  have ht : |t| ≤ |s| * (‖w‖ + ‖w'‖) := by
    calc |t| = ‖(s : ℂ) * (w + w')‖ := by
          rw [hsum', norm_neg, Complex.norm_real, Real.norm_eq_abs]
      _ = |s| * ‖w + w'‖ := by rw [norm_mul, Complex.norm_real, Real.norm_eq_abs]
      _ ≤ _ := mul_le_mul_of_nonneg_left (norm_add_le _ _) (abs_nonneg s)
  have h1 : |t| ≤ 2 * |s| * (‖b‖ + ‖a‖) := by
    nlinarith [mul_le_mul_of_nonneg_left hw (abs_nonneg s),
      mul_le_mul_of_nonneg_left hwn (abs_nonneg s)]
  have h2 := mul_le_mul_of_nonneg_left h1 (norm_nonneg a)
  have h3 : |s| * (‖a‖ * ‖a‖) ≤ |s| * ‖a‖ :=
    mul_le_mul_of_nonneg_left (by nlinarith [norm_nonneg a]) (abs_nonneg s)
  have h4 : ‖a‖ * (2 * |s| * (‖b‖ + ‖a‖)) = 2 * |s| + 2 * (|s| * (‖a‖ * ‖a‖)) := by
    linear_combination 2 * |s| * hn
  linarith
```

A root of smallest modulus is a point of the root set nearest to the origin. The set is closed because the polynomial is continuous, and nonempty by the previous theorem, so the distance is attained.

```lean
/-- For `s ≠ 0` a root of smallest modulus exists. -/
theorem exists_fastest {s : ℝ} (hs : s ≠ 0) (t E : ℝ) : ∃ z, IsFastest s t E z := by
  obtain ⟨w, hw, -⟩ := exists_small_root hs t E
  have hcl : IsClosed {u : ℂ | modePoly s t E u = 0} :=
    isClosed_eq (by unfold modePoly; fun_prop) continuous_const
  obtain ⟨z, hz, hd⟩ := hcl.exists_infDist_eq_dist ⟨w, hw⟩ 0
  refine ⟨z, hz, fun u hu => ?_⟩
  have h := Metric.infDist_le_dist_of_mem (x := (0 : ℂ))
    (show u ∈ {u : ℂ | modePoly s t E u = 0} from hu)
  simpa only [hd, dist_zero_left] using h
```

## The limit of $z(s)/s$

The function `z` picks a root of smallest modulus for each nonzero `s`. Nothing is assumed about its continuity or about its value at $s=0$, and `exists_fastest` guarantees that such functions exist. The filter `𝓝[≠] 0` expresses that `s` tends to zero through nonzero values of either sign.

The first half of the proof, `h0`, is the squeeze $|z(s)|\le4|s|/|t|$ on the ball $|s|<|t|/4$. The second half takes the limit of the quotient, whose numerator and denominator are continuous at $z=0$. The final steps check that the quotient equals $z(s)/s$ for all sufficiently small nonzero `s`, where the denominator does not vanish.

```lean
/-- For `t ≠ 0`, a root `z(s)` of smallest modulus satisfies `z(s)/s → -1/t` as the
second-neighbour hopping `s` tends to zero through nonzero values. -/
theorem fastest_mode_limit {t : ℝ} (ht : t ≠ 0) (E : ℝ) (z : ℝ → ℂ)
    (hz : ∀ s, s ≠ 0 → IsFastest s t E (z s)) :
    Tendsto (fun s : ℝ => z s / (s : ℂ)) (𝓝[≠] 0) (𝓝 (-1 / (t : ℂ))) := by
  have htC : (t : ℂ) ≠ 0 := by exact_mod_cast ht
  have htp : 0 < |t| := abs_pos.mpr ht
  -- the fastest mode collapses to zero
  have h0 : Tendsto z (𝓝[≠] 0) (𝓝 0) := by
    have hb : Tendsto (fun s : ℝ => 4 * |s| / |t|) (𝓝[≠] 0) (𝓝 0) := by
      have hc : Continuous (fun s : ℝ => 4 * |s| / |t|) := by fun_prop
      have h := hc.tendsto 0
      simp only [abs_zero, mul_zero, zero_div] at h
      exact h.mono_left nhdsWithin_le_nhds
    refine squeeze_zero_norm' ?_ hb
    filter_upwards [self_mem_nhdsWithin, nhdsWithin_le_nhds
      (Metric.ball_mem_nhds (0 : ℝ) (show 0 < |t| / 4 by positivity))] with s hs hball
    rw [Metric.mem_ball, Real.dist_eq, sub_zero] at hball
    obtain ⟨w, hw, hwb⟩ := exists_small_root hs t E
    have hzw := mul_le_mul_of_nonneg_right ((hz s hs).2 w hw) htp.le
    rw [le_div_iff₀ htp]
    nlinarith [mul_nonneg (norm_nonneg w) (show 0 ≤ |t| - 4 * |s| by linarith)]
  -- solve the mode equation for `z / s` and pass to the limit
  have hD : ContinuousAt (fun w : ℂ => (t : ℂ) * (w ^ 2 + 1) - E * w) 0 := by fun_prop
  have hD0 : (t : ℂ) * ((0 : ℂ) ^ 2 + 1) - E * 0 ≠ 0 := by simpa using htC
  have hN : ContinuousAt (fun w : ℂ => -(w ^ 4 + 1)) 0 := by fun_prop
  have hv : -((0 : ℂ) ^ 4 + 1) / ((t : ℂ) * ((0 : ℂ) ^ 2 + 1) - E * 0) = -1 / t := by
    norm_num
  rw [← hv]
  refine ((hN.tendsto.comp h0).div (hD.tendsto.comp h0) hD0).congr' ?_
  filter_upwards [self_mem_nhdsWithin, h0.eventually (hD.eventually_ne hD0)] with s hs hd
  have hs' : s ≠ 0 := hs
  have hsC : (s : ℂ) ≠ 0 := by exact_mod_cast hs'
  have hp := (hz s hs').1
  unfold modePoly at hp
  change -((z s) ^ 4 + 1) / ((t : ℂ) * ((z s) ^ 2 + 1) - E * z s) = z s / s
  rw [div_eq_div_iff hd hsC]
  linear_combination (-1 : ℂ) * hp
```

## Growth of the condition number

The eigenvector property is verified entry by entry. The first three entries are powers of $z$; only the fourth needs the mode equation.

```lean
/-- For `s ≠ 0`, the transfer step multiplies the Bloch amplitudes of a root `z` by `z`. -/
theorem transferStep_bloch {s t E : ℝ} (hs : s ≠ 0) {z : ℂ} (h : modePoly s t E z = 0) :
    transferStep s t E (blochVec z) = z • blochVec z := by
  have hsC : (s : ℂ) ≠ 0 := by exact_mod_cast hs
  unfold modePoly at h
  ext i
  fin_cases i
  · change z = z * 1
    ring
  · change z ^ 2 = z * z
    ring
  · change z ^ 3 = z * z ^ 2
    ring
  · change ((E : ℂ) * z ^ 2 - t * (z ^ 3 + z)) / s - 1 = z * z ^ 3
    have e : (E : ℂ) * z ^ 2 - t * (z ^ 3 + z) = s * (z ^ 4 + 1) := by
      linear_combination (-1 : ℂ) * h
    rw [e, mul_div_cancel_left₀ _ hsC]
    ring
```

In the last theorem `‖v‖` is the maximum norm, the largest modulus among the four entries. The hypotheses `hC` and `hc` say that `C` bounds the step and `c` bounds its inverse. No condition on `t` is required, although the bound is informative only when $|s|$ is small compared with $|t|$.

In the proof, `hinv` shows that $1/z$ is again a root. The inequality `h1` comes from the mode $z$ and `h2` from the mode $1/z$. The case split at the end separates $|t|\ge2|s|$ from the opposite case, as in the derivation. The result concerns this explicit step, which divides by `s`, and makes no statement about methods that find the modes without that division.

```lean
/-- For `s ≠ 0`, if `C` bounds the transfer step and `c` bounds its inverse in the maximum norm,
then `(|t| - 2|s|)² ≤ 4 s² C c`. -/
theorem transfer_conditioning {s : ℝ} (hs : s ≠ 0) (t E : ℝ) {C c : ℝ}
    (hC : ∀ v, ‖transferStep s t E v‖ ≤ C * ‖v‖)
    (hc : ∀ v, ‖v‖ ≤ c * ‖transferStep s t E v‖) :
    (|t| - 2 * |s|) ^ 2 ≤ 4 * s ^ 2 * (C * c) := by
  obtain ⟨z, hz, hb⟩ := exists_small_root hs t E
  have hz0 : z ≠ 0 := by
    rintro rfl
    exact hs (by simpa [modePoly] using hz)
  have hzp : 0 < ‖z‖ := norm_pos_iff.mpr hz0
  -- the reciprocal of a mode is again a mode
  have hinv : modePoly s t E z⁻¹ = 0 := by
    have e : modePoly s t E z⁻¹ = modePoly s t E z * (z⁻¹) ^ 4 := by
      unfold modePoly
      field_simp
      ring
    rw [e, hz, zero_mul]
  have hv : ∀ w, 0 < ‖blochVec w‖ := fun w =>
    norm_pos_iff.mpr fun h => (one_ne_zero : (1 : ℂ) ≠ 0) (congrFun h 0)
  have up : ∀ w, modePoly s t E w = 0 → ‖w‖ ≤ C := fun w hw => by
    have h := hC (blochVec w)
    rw [transferStep_bloch hs hw, norm_smul] at h
    exact le_of_mul_le_mul_right h (hv w)
  have h1 : 1 ≤ c * ‖z‖ := by
    have h := hc (blochVec z)
    rw [transferStep_bloch hs hz, norm_smul, ← mul_assoc] at h
    exact le_of_mul_le_mul_right (by rwa [one_mul]) (hv z)
  have h2 : 1 ≤ C * ‖z‖ := by
    have h := mul_le_mul_of_nonneg_right (up _ hinv) hzp.le
    rwa [norm_inv, inv_mul_cancel₀ hzp.ne'] at h
  have pos : ∀ k : ℝ, 1 ≤ k * ‖z‖ → 0 < k := fun k hk => by
    by_contra h
    have := mul_nonpos_of_nonpos_of_nonneg (not_lt.mp h) hzp.le
    linarith
  rw [← sq_abs s]
  rcases le_total 0 (|t| - 2 * |s|) with hd | hd
  · -- small `s`: the fast mode and its reciprocal give the bound
    have aux : ∀ k : ℝ, 1 ≤ k * ‖z‖ → |t| - 2 * |s| ≤ 2 * |s| * k := fun k hk => by
      nlinarith [mul_le_mul_of_nonneg_left hk hd,
        mul_le_mul_of_nonneg_left hb (pos k hk).le]
    have hcp := pos c h1
    have hCp := pos C h2
    calc (|t| - 2 * |s|) ^ 2 = (|t| - 2 * |s|) * (|t| - 2 * |s|) := by ring
      _ ≤ (2 * |s| * C) * (2 * |s| * c) :=
          mul_le_mul (aux C h2) (aux c h1) hd (by positivity)
      _ = _ := by ring
  · -- otherwise it suffices that a condition number is at least one
    have hCc : 1 ≤ C * c := by
      have h := mul_le_mul_of_nonneg_left (up z hz) (pos c h1).le
      linarith [mul_comm C c]
    have h3 : (|t| - 2 * |s|) ^ 2 ≤ 4 * |s| ^ 2 := by
      nlinarith [mul_nonneg (abs_nonneg t) (show 0 ≤ 2 * |s| - |t| by linarith),
        mul_nonneg (abs_nonneg s) (abs_nonneg t)]
    have h4 := mul_le_mul_of_nonneg_left hCc (show 0 ≤ 4 * |s| ^ 2 by positivity)
    linarith

end

end SecondNeighbourFastMode
```

```lean
#print axioms SecondNeighbourFastMode.bloch_iff
#print axioms SecondNeighbourFastMode.exists_fastest
#print axioms SecondNeighbourFastMode.fastest_mode_limit
#print axioms SecondNeighbourFastMode.transfer_conditioning
```

```
'SecondNeighbourFastMode.bloch_iff' depends on axioms: [propext, Classical.choice, Quot.sound]
'SecondNeighbourFastMode.exists_fastest' depends on axioms: [propext, Classical.choice, Quot.sound]
'SecondNeighbourFastMode.fastest_mode_limit' depends on axioms: [propext, Classical.choice, Quot.sound]
'SecondNeighbourFastMode.transfer_conditioning' depends on axioms: [propext, Classical.choice, Quot.sound]
```
